# For x ≥ 0, the form factor of the lowest subband of a unit-width infinite well with kernel exp(−x|z − w|) lies between exp(−x) and 1

The lowest subband of an infinite well of unit width has the normalised density 2 sin²(πz), and its form factor is the average of the kernel exp(−x|z − w|) over two such densities, with z and w both running from 0 to 1. The declaration `formFactor_bounds` states that for every real x ≥ 0 this double integral is at least exp(−x) and at most 1. The attempt first shows that the potential of the density, which is the inner integral over w, obeys the same two bounds at each z in the well. It then multiplies by the density, integrates over z, and uses the fact that the density integrates to 1.

This version doesn't compile in Lean 4 with Mathlib:

```lean
import Mathlib

open Real Filter Topology

namespace SubbandFormFactor

noncomputable section

/-- Probability density of the lowest subband across an infinite well of unit width. -/
def density (z : ℝ) : ℝ := 2 * Real.sin (π * z) ^ 2

/-- Potential at `z` of the subband density, for the kernel `exp (-x |z - w|)`. -/
def potential (x z : ℝ) : ℝ :=
  ∫ w in (0 : ℝ)..1, density w * Real.exp (-x * |z - w|)

/-- Subband form factor: the kernel `exp (-x |z - w|)` averaged over two subband densities. -/
def formFactor (x : ℝ) : ℝ :=
  ∫ z in (0 : ℝ)..1, ∫ w in (0 : ℝ)..1, density z * density w * Real.exp (-x * |z - w|)

/-- The subband density is continuous. -/
@[fun_prop]
theorem continuous_density : Continuous density := by
  unfold density
  fun_prop

/-- The subband density is a constant minus a single cosine. -/
theorem density_eq (z : ℝ) : density z = 1 - Real.cos (2 * π * z) := by
  have h := Real.cos_two_mul (π * z)
  have h1 := Real.sin_sq_add_cos_sq (π * z)
  rw [density, show 2 * π * z = 2 * (π * z) by ring]
  linarith

/-- The subband density is normalised, and its square integrates to `3/2`. -/
theorem density_moments :
    (∫ z in (0 : ℝ)..1, density z) = 1 ∧ (∫ z in (0 : ℝ)..1, density z ^ 2) = 3 / 2 := by
  have hpi : π ≠ 0 := Real.pi_ne_zero
  have ha (z : ℝ) : HasDerivAt (fun y : ℝ => 2 * π * y) (2 * π) z :=
    ((hasDerivAt_id' z).const_mul (2 * π)).congr_deriv (mul_one _)
  constructor
  · have h (z : ℝ) : HasDerivAt (fun y : ℝ => y - Real.sin (2 * π * y) / (2 * π))
        (density z) z := by
      refine ((hasDerivAt_id' z).fun_sub ((ha z).sin.div_const (2 * π))).congr_deriv ?_
      rw [density_eq]
      field_simp
    rw [intervalIntegral.integral_eq_sub_of_hasDerivAt (fun z _ => h z)
      (continuous_density.intervalIntegrable _ _)]
    simp
  · have h (z : ℝ) : HasDerivAt (fun y : ℝ => 3 / 2 * y - Real.sin (2 * π * y) / π
        + Real.sin (2 * π * y) * Real.cos (2 * π * y) / (4 * π)) (density z ^ 2) z := by
      refine ((((hasDerivAt_id' z).const_mul (3 / 2)).fun_sub ((ha z).sin.div_const π)).fun_add
        (((ha z).sin.fun_mul (ha z).cos).div_const (4 * π))).congr_deriv ?_
      have hs := Real.sin_sq (2 * π * z)
      rw [density_eq]
      field_simp
      ring_nf at hs ⊢
      rw [hs]
      ring
    rw [intervalIntegral.integral_eq_sub_of_hasDerivAt (fun z _ => h z)
      ((continuous_density.pow 2).intervalIntegrable _ _)]
    simp

/-- The form factor is the subband density integrated against its own potential. -/
theorem formFactor_eq_integral_potential (x : ℝ) :
    formFactor x = ∫ z in (0 : ℝ)..1, density z * potential x z := by
  apply intervalIntegral.integral_congr
  intro z _
  dsimp only [potential]
  rw [← intervalIntegral.integral_const_mul]
  simp only [mul_assoc]

/-- For `x ≥ 0` the form factor lies between `exp (-x)` and one. -/
theorem formFactor_bounds {x : ℝ} (hx : 0 ≤ x) :
    Real.exp (-x) ≤ formFactor x ∧ formFactor x ≤ 1 := by
  have hρ (z : ℝ) : 0 ≤ density z := by unfold density; positivity
  have hc (z : ℝ) : Continuous fun w => density w * Real.exp (-x * |z - w|) := by fun_prop
  have hφ : Continuous (potential x) := by
    refine intervalIntegral.continuous_parametric_intervalIntegral_of_continuous'
      (f := fun z w => density w * Real.exp (-x * |z - w|)) ?_ 0 1
    change Continuous fun p : ℝ × ℝ => density p.2 * Real.exp (-x * |p.1 - p.2|)
    fun_prop
  have hconst : ∫ z in (0 : ℝ)..1, density z * Real.exp (-x) = Real.exp (-x) := by
    rw [intervalIntegral.integral_mul_const, density_moments.1, one_mul]
  have hlow : ∀ z ∈ Set.Icc (0 : ℝ) 1, Real.exp (-x) ≤ potential x z := by
    intro z hz
    rw [← hconst]
    refine intervalIntegral.integral_mono_on zero_le_one
      (Continuous.intervalIntegrable (by fun_prop) _ _) ((hc z).intervalIntegrable _ _) ?_
    intro w hw
    have hd : |z - w| ≤ 1 := abs_le.mpr ⟨by linarith [hz.1, hw.2], by linarith [hz.2, hw.1]⟩
    exact mul_le_mul_of_nonneg_left (Real.exp_le_exp.mpr (by nlinarith)) (hρ w)
  have hup (z : ℝ) : potential x z ≤ 1 := by
    rw [← density_moments.1]
    refine intervalIntegral.integral_mono_on zero_le_one ((hc z).intervalIntegrable _ _)
      (continuous_density.intervalIntegrable _ _) ?_
    intro w _
    have he : Real.exp (-x * |z - w|) ≤ 1 :=
      Real.exp_le_one_iff.mpr (by nlinarith [abs_nonneg (z - w)])
    exact mul_le_of_le_one_right (hρ w) he
  have hi := (continuous_density.mul hφ).intervalIntegrable (μ := MeasureTheory.volume) 0 1
  rw [formFactor_eq_integral_potential]
  constructor
  · calc Real.exp (-x) = ∫ z in (0 : ℝ)..1, density z * Real.exp (-x) := hconst.symm
      _ ≤ _ := intervalIntegral.integral_mono_on zero_le_one
        (Continuous.intervalIntegrable (by fun_prop) _ _) hi
        (fun z hz => mul_le_mul_of_nonneg_left (hlow z hz) (hρ z))
  · calc _ ≤ ∫ z in (0 : ℝ)..1, density z := intervalIntegral.integral_mono_on zero_le_one
        hi (continuous_density.intervalIntegrable _ _)
        (fun z _ => mul_le_of_le_one_right (hρ z) (hup z))
      _ = 1 := density_moments.1

end

end SubbandFormFactor
```

The compiler's answer:

```
Main.lean:107:54: error: unexpected token '('; expected ':='
Main.lean:106:45: error: Type mismatch
  intervalIntegral.integral_mono_on zero_le_one
has type
  IntervalIntegrable ?m.699 ?m.703 0 1 →
    IntervalIntegrable ?m.700 ?m.703 0 1 →
      (∀ x ∈ Set.Icc 0 1, ?m.699 x ≤ ?m.700 x) →
        ∫ (u : ℝ) in 0..1, ?m.699 u ∂?m.703 ≤ ∫ (u : ℝ) in 0..1, ?m.700 u ∂?m.703
but is expected to have type
  ?m.686 ≤ ∫ (z : ℝ) in 0..1, density z
Main.lean:107:8: error: Function expected at
  hi
but this term has type
  IntervalIntegrable (density * potential x) MeasureTheory.volume 0 1

Note: Expected a function because this term is being applied to the argument
  (continuous_density.intervalIntegrable _ _)
Main.lean:107:8: error: invalid 'calc' step, left-hand side is
  true : Bool
but previous right-hand side is
  ∫ (z : ℝ) in 0..1, density z : ℝ
```

Diagnosis. The fault is one of layout, in the `calc` for the upper bound. Its first step begins at the `_` after `calc`, and an argument carried on to a new line must stand to the right of that column. `hi` stands one column to the left, so Lean ends the first step at `zero_le_one` and reads `hi (...)` as the start of a new step. The next line begins in the same column as `hi`, so it can't continue that term either, and Lean asks for `:=`.

The other messages follow from this. `intervalIntegral.integral_mono_on` lacks its last three arguments, so its type is still an implication. `hi` is applied as if it were a function. Lean puts an error placeholder where that application failed, and the last message reads the placeholder as a relation, which is where the odd left-hand side `true : Bool` comes from.

The repair drops `calc` for `le_trans` and puts the whole call to `integral_mono_on` in parentheses. Inside them the column rule of the enclosing block doesn't apply, so the arguments on the following lines belong to the call. `.le` turns the normalisation equality into the inequality that `le_trans` needs. The new statement of `hi` writes the same product of functions pointwise, as in the integral. No message complains of the old form, and the lower bound had already used it without error, so this change is tidying, as is writing `0 1` for `_ _`.

Fix (accepted with no message):

```diff
@@ -97,5 +97,6 @@
       Real.exp_le_one_iff.mpr (by nlinarith [abs_nonneg (z - w)])
     exact mul_le_of_le_one_right (hρ w) he
-  have hi := (continuous_density.mul hφ).intervalIntegrable (μ := MeasureTheory.volume) 0 1
+  have hi : IntervalIntegrable (fun z => density z * potential x z)
+      MeasureTheory.volume 0 1 := (continuous_density.mul hφ).intervalIntegrable 0 1
   rw [formFactor_eq_integral_potential]
   constructor
@@ -104,8 +105,7 @@
         (Continuous.intervalIntegrable (by fun_prop) _ _) hi
         (fun z hz => mul_le_mul_of_nonneg_left (hlow z hz) (hρ z))
-  · calc _ ≤ ∫ z in (0 : ℝ)..1, density z := intervalIntegral.integral_mono_on zero_le_one
-        hi (continuous_density.intervalIntegrable _ _)
-        (fun z _ => mul_le_of_le_one_right (hρ z) (hup z))
-      _ = 1 := density_moments.1
+  · exact le_trans (intervalIntegral.integral_mono_on zero_le_one hi
+      (continuous_density.intervalIntegrable 0 1)
+      (fun z _ => mul_le_of_le_one_right (hρ z) (hup z))) density_moments.1.le
 
 end
```
